# The Ewald Madelung Expression and the Gaussian Gygi–Baldereschi Difference Merge as η Grows in a Simple Cubic Supercell

## The divergent term in exchange

In a plane-wave calculation of exact exchange, the Coulomb interaction gives each Fourier component of an orbital-pair density the weight $4\pi/G^2$ (atomic units). The weight is infinite at $G=0$, where a pair made of one orbital with itself has a nonzero component, its net charge. Leaving the term out causes an error that decays only slowly with the supercell side $L$.

One correction uses the Madelung potential, the potential at a unit point charge due to its periodic images and a neutralising background, when the total potential is set to average zero over the cell. Another, due to Gygi and Baldereschi, subtracts an integral from a lattice sum of a function with the same singularity. Here that function is a Coulomb kernel damped by a Gaussian of parameter $\eta>0$, an inverse length.

## The two expressions

Let $n$ run over nonzero integer triples, with $R=L|n|$ and $G=2\pi|n|/L$. Define

$$S(\eta)=\sum_n\frac{\operatorname{erfc}(\eta R)}{R},\qquad K(\eta)=\frac1{L^3}\sum_n\frac{4\pi e^{-G^2/(4\eta^2)}}{G^2}.$$

The Ewald expression and the Gygi–Baldereschi difference are

$$A(\eta)=S+K-\frac{\pi}{L^3\eta^2}-\frac{2\eta}{\sqrt\pi},\qquad B(\eta)=K-\frac2\pi\int_0^\infty e^{-q^2/(4\eta^2)}\,dq.$$

The integral in $B$ is the radial form of $\int 4\pi e^{-q^2/(4\eta^2)}q^{-2}\,d^3q/(2\pi)^3$: the volume element $4\pi q^2\,dq$ removes the singularity and leaves the prefactor $16\pi^2/(8\pi^3)=2/\pi$.

The result is that $A(\eta)-B(\eta)\to0$ as $\eta\to\infty$. For this cubic cell and Gaussian damping, the two expressions therefore have the same limit whenever either has one.

## Derivation

**The self term.** Since $\int_0^\infty e^{-aq^2}dq=\tfrac12\sqrt{\pi/a}$, taking $a=1/(4\eta^2)$ gives $\eta\sqrt\pi$. Multiplication by $2/\pi$ yields $2\eta/\sqrt\pi$, the Ewald self term.

**The background term.** Put $x=q^2/(4\eta^2)$ with $q\neq0$. We have $e^{-x}\ge1-x$. Also $e^x\ge1+x+x^2/2$, and

$$(1-x+x^2/2)(1+x+x^2/2)=1+x^4/4\ge1,$$

so $e^{-x}\le1-x+x^2/2$. Rearranging and dividing by $q^2$,

$$0\le\frac1{4\eta^2}-\frac{1-e^{-q^2/(4\eta^2)}}{q^2}\le\frac{q^2}{32\eta^4}.$$

The compensated kernel $(1-e^{-q^2/(4\eta^2)})/q^2$ thus tends to $1/(4\eta^2)$ as $q\to0$. Multiplied by $4\pi/L^3$, this is the background term $\pi/(L^3\eta^2)$.

**The real-space sum.** For $t>x\ge0$, $t^2-x^2-(t-x)^2=2x(t-x)\ge0$. Hence

$$\operatorname{erfc}x=\frac2{\sqrt\pi}\int_x^\infty e^{-t^2}dt\le\frac2{\sqrt\pi}e^{-x^2}\int_{-\infty}^\infty e^{-(t-x)^2}dt=2e^{-x^2}.$$

Every site has $|n|^2\ge1$, so $R\ge L$. For $\eta\ge\eta_0>0$,

$$\eta^2L^2|n|^2\ge(\eta^2-\eta_0^2)L^2+\eta_0^2L^2|n|^2,$$

and therefore

$$0\le S(\eta)\le\frac2L e^{-(\eta^2-\eta_0^2)L^2}\sum_n e^{-\eta_0^2L^2|n|^2}.$$

The last sum is finite: the Gaussian factorises over the axes, and $e^{-ck^2}\le e^{-c|k|}$ for integer $k$ and $c>0$. With $\eta_0$ fixed, $S(\eta)\to0$.

**The difference.** The sums $K$ cancel, and the integral cancels the self term:

$$A(\eta)-B(\eta)=S(\eta)-\frac{\pi}{L^3\eta^2}\to0.$$

## The statement in Lean

`Site` is the type of nonzero integer triples; `latticeDist` and `waveNumber` are $R$ and $G$. `realSpaceSum`, `reciprocalSum`, `ewaldMadelung` and `gygiBaldereschi` are $S$, $K$, $A$ and $B$. Lean assigns zero to a divergent infinite sum, so the file also proves that both series converge for positive $L$ and $\eta$.

The final theorem, `madelung_limit_iff`, says that for $L>0$ and any real $M$, $A\to M$ exactly when $B\to M$. Existence of the limit would follow from the $\eta$-independence of $A$, a Poisson-summation result that is neither assumed nor proved here. Other cell shapes, orbitals and exchange energies do not enter.

The sign of $\eta$ matters in the self-term identity. At $\eta=-1$ the integral side is still $2/\sqrt\pi$, because it depends only on $\eta^2$, while the other side is $-2/\sqrt\pi$.

```lean
import Mathlib

open MeasureTheory Filter Topology
open scoped Real

namespace ExchangeSingularity

noncomputable section

/-- The complementary error function, as a normalised Gaussian tail integral. -/
def erfc (x : ℝ) : ℝ := 2 / √π * ∫ t in Set.Ioi x, Real.exp (-t ^ 2)

/-- The nonzero sites of the simple cubic lattice, labelled by integer triples. -/
abbrev Site := {n : ℤ × ℤ × ℤ // n ≠ 0}

/-- The squared length of an integer triple. -/
def normSq (n : ℤ × ℤ × ℤ) : ℝ := (n.1 : ℝ) ^ 2 + (n.2.1 : ℝ) ^ 2 + (n.2.2 : ℝ) ^ 2

/-- The length `R` of a lattice vector of the cubic supercell of side `L`. -/
def latticeDist (L : ℝ) (n : Site) : ℝ := L * √(normSq n.1)

/-- The length `G` of a reciprocal vector of the cubic supercell of side `L`. -/
def waveNumber (L : ℝ) (n : Site) : ℝ := 2 * π / L * √(normSq n.1)

/-- The real-space Ewald sum of `erfc (η R) / R` over nonzero lattice vectors. -/
def realSpaceSum (L η : ℝ) : ℝ :=
  ∑' n : Site, erfc (η * latticeDist L n) / latticeDist L n

/-- The Gaussian-damped Coulomb sum over nonzero reciprocal vectors, per cell volume. -/
def reciprocalSum (L η : ℝ) : ℝ :=
  1 / L ^ 3 * ∑' n : Site,
    4 * π * Real.exp (-waveNumber L n ^ 2 / (4 * η ^ 2)) / waveNumber L n ^ 2

/-- The Ewald expression for the Madelung potential: real-space and reciprocal sums,
minus the neutralising-background and self terms. -/
def ewaldMadelung (L η : ℝ) : ℝ :=
  realSpaceSum L η + reciprocalSum L η - π / (L ^ 3 * η ^ 2) - 2 * η / √π

/-- The Gygi–Baldereschi difference between the reciprocal-lattice sum and the integral
of the Gaussian-damped Coulomb kernel, the integral being in radial form. -/
def gygiBaldereschi (L η : ℝ) : ℝ :=
  reciprocalSum L η - 2 / π * ∫ q in Set.Ioi (0 : ℝ), Real.exp (-q ^ 2 / (4 * η ^ 2))

/-- The radial integral of the Gaussian-damped Coulomb kernel equals the Ewald self term. -/
theorem radial_integral_eq_self_term {η : ℝ} (hη : 0 < η) :
    2 / π * ∫ q in Set.Ioi (0 : ℝ), Real.exp (-q ^ 2 / (4 * η ^ 2)) = 2 * η / √π := by
  have h : ∀ q : ℝ, -q ^ 2 / (4 * η ^ 2) = -(1 / (4 * η ^ 2)) * q ^ 2 := by
    intro q; ring
  simp_rw [h]
  rw [integral_gaussian_Ioi]
  have h2 : √(π / (1 / (4 * η ^ 2))) = 2 * η * √π := by
    rw [show π / (1 / (4 * η ^ 2)) = (2 * η) ^ 2 * π by
      rw [div_div_eq_mul_div, div_one]; ring]
    rw [Real.sqrt_mul (sq_nonneg _), Real.sqrt_sq (by positivity)]
  have hs : √π * √π = π := Real.mul_self_sqrt Real.pi_pos.le
  have hp : √π ≠ 0 := (Real.sqrt_pos.mpr Real.pi_pos).ne'
  rw [h2, div_mul_eq_mul_div, div_eq_div_iff Real.pi_ne_zero hp]
  linear_combination 2 * η * hs

/-- At wave number `q`, the compensated kernel lies below `1 / (4 η²)` by at most
`q² / (32 η⁴)`. -/
theorem compensated_kernel_bounds {η q : ℝ} (hη : 0 < η) (hq : q ≠ 0) :
    0 ≤ 1 / (4 * η ^ 2) - (1 - Real.exp (-q ^ 2 / (4 * η ^ 2))) / q ^ 2 ∧
    1 / (4 * η ^ 2) - (1 - Real.exp (-q ^ 2 / (4 * η ^ 2))) / q ^ 2
      ≤ q ^ 2 / (32 * η ^ 4) := by
  have hq2 : 0 < q ^ 2 := by positivity
  -- second-order upper bound on `exp (-x)` for nonnegative `x`
  have key : ∀ x : ℝ, 0 ≤ x → Real.exp (-x) ≤ 1 - x + x ^ 2 / 2 := by
    intro x hx
    have h1 := mul_le_mul_of_nonneg_left (Real.quadratic_le_exp_of_nonneg hx)
      (Real.exp_pos (-x)).le
    have h2 : Real.exp (-x) * Real.exp x = 1 := by rw [← Real.exp_add]; simp
    have h3 : 0 < 1 + x + x ^ 2 / 2 := by positivity
    refine le_of_mul_le_mul_right ?_ h3
    nlinarith [sq_nonneg (x ^ 2)]
  have hu := key (q ^ 2 / (4 * η ^ 2)) (by positivity)
  have hl := Real.add_one_le_exp (-(q ^ 2 / (4 * η ^ 2)))
  rw [neg_div]
  generalize Real.exp (-(q ^ 2 / (4 * η ^ 2))) = E at hu hl ⊢
  have e : 1 / (4 * η ^ 2) - (1 - E) / q ^ 2
      = (E - 1 + q ^ 2 / (4 * η ^ 2)) / q ^ 2 := by
    field_simp
    ring
  rw [e]
  refine ⟨div_nonneg (by linarith) hq2.le, ?_⟩
  rw [div_le_iff₀ hq2]
  have e2 : q ^ 2 / (32 * η ^ 4) * q ^ 2 = (q ^ 2 / (4 * η ^ 2)) ^ 2 / 2 := by ring
  linarith

/-- For nonnegative argument, `erfc` is nonnegative and at most twice a Gaussian. -/
theorem erfc_bounds {x : ℝ} (hx : 0 ≤ x) :
    0 ≤ erfc x ∧ erfc x ≤ 2 * Real.exp (-x ^ 2) := by
  have hi : Integrable (fun t : ℝ => Real.exp (-t ^ 2)) := by
    simpa using integrable_exp_neg_mul_sq (one_pos : (0 : ℝ) < 1)
  have hG : ∫ t : ℝ, Real.exp (-t ^ 2) = √π := by simpa using integral_gaussian 1
  have hi' : Integrable (fun t : ℝ => Real.exp (-x ^ 2) * Real.exp (-(t - x) ^ 2)) :=
    (hi.comp_sub_right x).const_mul _
  have hp : 0 < √π := Real.sqrt_pos.mpr Real.pi_pos
  -- compare the tail with a Gaussian centred at x
  have hI : ∫ t in Set.Ioi x, Real.exp (-t ^ 2) ≤ Real.exp (-x ^ 2) * √π := by
    calc ∫ t in Set.Ioi x, Real.exp (-t ^ 2)
        ≤ ∫ t in Set.Ioi x, Real.exp (-x ^ 2) * Real.exp (-(t - x) ^ 2) := by
          refine setIntegral_mono_on hi.integrableOn hi'.integrableOn measurableSet_Ioi ?_
          intro t ht
          have ht' : x < t := ht
          rw [← Real.exp_add]
          apply Real.exp_le_exp.mpr
          nlinarith [mul_nonneg hx (sub_nonneg.mpr ht'.le)]
      _ ≤ ∫ t : ℝ, Real.exp (-x ^ 2) * Real.exp (-(t - x) ^ 2) :=
          setIntegral_le_integral hi' (Eventually.of_forall fun t => by positivity)
      _ = Real.exp (-x ^ 2) * √π := by
          rw [integral_const_mul,
            integral_sub_right_eq_self (fun t : ℝ => Real.exp (-t ^ 2)) x, hG]
  unfold erfc
  refine ⟨mul_nonneg (by positivity) (integral_nonneg fun t => (Real.exp_pos _).le), ?_⟩
  calc 2 / √π * ∫ t in Set.Ioi x, Real.exp (-t ^ 2)
      ≤ 2 / √π * (Real.exp (-x ^ 2) * √π) := mul_le_mul_of_nonneg_left hI (by positivity)
    _ = 2 * Real.exp (-x ^ 2) := by field_simp

/-- Every nonzero integer triple has squared length at least one. -/
theorem one_le_normSq (n : Site) : 1 ≤ normSq n.1 := by
  obtain ⟨⟨a, b, c⟩, h⟩ := n
  have hz : 1 ≤ a ^ 2 + b ^ 2 + c ^ 2 := by
    by_contra hlt
    have h0 : a ^ 2 + b ^ 2 + c ^ 2 ≤ 0 := by omega
    have ha : a = 0 := by
      apply pow_eq_zero_iff two_ne_zero |>.mp
      linarith [sq_nonneg a, sq_nonneg b, sq_nonneg c]
    have hb : b = 0 := by
      apply pow_eq_zero_iff two_ne_zero |>.mp
      linarith [sq_nonneg a, sq_nonneg b, sq_nonneg c]
    have hc : c = 0 := by
      apply pow_eq_zero_iff two_ne_zero |>.mp
      linarith [sq_nonneg a, sq_nonneg b, sq_nonneg c]
    exact h (by rw [ha, hb, hc]; rfl)
  unfold normSq
  exact_mod_cast hz

/-- A Gaussian is summable over the three-dimensional integer lattice. -/
theorem summable_gaussian {c : ℝ} (hc : 0 < c) :
    Summable fun n : ℤ × ℤ × ℤ => Real.exp (-c * normSq n) := by
  have hn : Summable fun k : ℕ => Real.exp (-c * (k : ℝ) ^ 2) := by
    refine Summable.of_nonneg_of_le (fun _ => (Real.exp_pos _).le) (fun k => ?_)
      (summable_geometric_of_lt_one (Real.exp_pos (-c)).le
        (Real.exp_lt_one_iff.mpr (by linarith)))
    have hk : (k : ℝ) ≤ (k : ℝ) ^ 2 := by exact_mod_cast Nat.le_self_pow two_ne_zero k
    rw [← Real.exp_nat_mul]
    apply Real.exp_le_exp.mpr
    nlinarith [mul_le_mul_of_nonneg_left hk hc.le]
  have h1 : Summable fun k : ℤ => Real.exp (-c * (k : ℝ) ^ 2) :=
    Summable.of_nat_of_neg (by simpa using hn) (by simpa using hn)
  have h3 := h1.mul_of_nonneg
    (h1.mul_of_nonneg h1 (fun _ => (Real.exp_pos _).le) (fun _ => (Real.exp_pos _).le))
    (fun _ => (Real.exp_pos _).le)
    (fun _ => mul_nonneg (Real.exp_pos _).le (Real.exp_pos _).le)
  -- the Gaussian factorises over the three axes
  have e : (fun n : ℤ × ℤ × ℤ => Real.exp (-c * normSq n)) = fun n =>
      Real.exp (-c * (n.1 : ℝ) ^ 2) *
        (Real.exp (-c * (n.2.1 : ℝ) ^ 2) * Real.exp (-c * (n.2.2 : ℝ) ^ 2)) := by
    funext n
    rw [← Real.exp_add, ← Real.exp_add]
    congr 1
    unfold normSq
    ring
  rw [e]
  exact h3

/-- The Gaussian-damped Coulomb sum over nonzero reciprocal vectors converges. -/
theorem reciprocal_summable {L η : ℝ} (hL : 0 < L) (hη : 0 < η) :
    Summable fun n : Site =>
      4 * π * Real.exp (-waveNumber L n ^ 2 / (4 * η ^ 2)) / waveNumber L n ^ 2 := by
  obtain ⟨a, ha⟩ : ∃ a, a = (2 * π / L) ^ 2 := ⟨_, rfl⟩
  have hapos : 0 < a := by rw [ha]; positivity
  have hc : 0 < a / (4 * η ^ 2) := by positivity
  have hs : Summable fun n : Site => Real.exp (-(a / (4 * η ^ 2)) * normSq n.1) :=
    (summable_gaussian hc).comp_injective Subtype.val_injective
  refine Summable.of_nonneg_of_le (fun n => by positivity) (fun n => ?_)
    (hs.mul_left (4 * π / a))
  have h1 := one_le_normSq n
  have hk : waveNumber L n ^ 2 = a * normSq n.1 := by
    unfold waveNumber
    rw [mul_pow, Real.sq_sqrt (by linarith), ha]
  rw [hk]
  calc 4 * π * Real.exp (-(a * normSq n.1) / (4 * η ^ 2)) / (a * normSq n.1)
      ≤ 4 * π * Real.exp (-(a * normSq n.1) / (4 * η ^ 2)) / a :=
        div_le_div_of_nonneg_left (by positivity) hapos (by nlinarith)
    _ = 4 * π / a * Real.exp (-(a / (4 * η ^ 2)) * normSq n.1) := by
        rw [show -(a * normSq n.1) / (4 * η ^ 2) = -(a / (4 * η ^ 2)) * normSq n.1 by ring]
        ring

/-- The real-space Ewald sum converges, is nonnegative, and has an explicit Gaussian bound in `η`
relative to any positive reference value `η₀ ≤ η`. -/
theorem realSpaceSum_bound {L η₀ η : ℝ} (hL : 0 < L) (h₀ : 0 < η₀) (hη : η₀ ≤ η) :
    (Summable fun n : Site => erfc (η * latticeDist L n) / latticeDist L n) ∧
    0 ≤ realSpaceSum L η ∧
    realSpaceSum L η ≤ 2 / L * Real.exp (-((η ^ 2 - η₀ ^ 2) * L ^ 2)) *
      ∑' n : Site, Real.exp (-(η₀ * L) ^ 2 * normSq n.1) := by
  have hηp : 0 < η := lt_of_lt_of_le h₀ hη
  have hR : ∀ n : Site, L ≤ latticeDist L n := fun n => by
    have h1 : 1 ≤ √(normSq n.1) := Real.one_le_sqrt.mpr (one_le_normSq n)
    unfold latticeDist
    nlinarith
  have hnn : ∀ n : Site, 0 ≤ erfc (η * latticeDist L n) / latticeDist L n := fun n =>
    have hp : 0 ≤ latticeDist L n := hL.le.trans (hR n)
    div_nonneg (erfc_bounds (mul_nonneg hηp.le hp)).1 hp
  have hle : ∀ n : Site, erfc (η * latticeDist L n) / latticeDist L n ≤
      2 / L * Real.exp (-((η ^ 2 - η₀ ^ 2) * L ^ 2)) *
        Real.exp (-(η₀ * L) ^ 2 * normSq n.1) := by
    intro n
    have hp : 0 ≤ latticeDist L n := hL.le.trans (hR n)
    have hb := erfc_bounds (mul_nonneg hηp.le hp)
    have h1 := one_le_normSq n
    have hsq : (η * latticeDist L n) ^ 2 = η ^ 2 * L ^ 2 * normSq n.1 := by
      unfold latticeDist
      rw [mul_pow, mul_pow, Real.sq_sqrt (by linarith)]
      ring
    have hd : 0 ≤ η ^ 2 - η₀ ^ 2 := by nlinarith
    -- every site is at least one cell away, which releases the factor in η
    have hexp : Real.exp (-(η * latticeDist L n) ^ 2) ≤
        Real.exp (-((η ^ 2 - η₀ ^ 2) * L ^ 2)) *
          Real.exp (-(η₀ * L) ^ 2 * normSq n.1) := by
      rw [← Real.exp_add, hsq]
      apply Real.exp_le_exp.mpr
      have hm := mul_nonneg (mul_nonneg hd (sq_nonneg L)) (sub_nonneg.mpr h1)
      linarith
    calc erfc (η * latticeDist L n) / latticeDist L n
        ≤ erfc (η * latticeDist L n) / L := div_le_div_of_nonneg_left hb.1 hL (hR n)
      _ ≤ 2 * (Real.exp (-((η ^ 2 - η₀ ^ 2) * L ^ 2)) *
          Real.exp (-(η₀ * L) ^ 2 * normSq n.1)) / L :=
          div_le_div_of_nonneg_right (by linarith [hb.2]) hL.le
      _ = _ := by ring
  have hs : Summable fun n : Site => Real.exp (-(η₀ * L) ^ 2 * normSq n.1) :=
    (summable_gaussian (by positivity : 0 < (η₀ * L) ^ 2)).comp_injective
      Subtype.val_injective
  have hg := hs.mul_left (2 / L * Real.exp (-((η ^ 2 - η₀ ^ 2) * L ^ 2)))
  have hf := Summable.of_nonneg_of_le hnn hle hg
  refine ⟨hf, tsum_nonneg hnn, ?_⟩
  rw [← tsum_mul_left]
  exact hf.tsum_le_tsum hle hg

/-- The real-space Ewald sum over nonzero lattice vectors vanishes as `η` grows. -/
theorem realSpaceSum_tendsto {L : ℝ} (hL : 0 < L) :
    Tendsto (realSpaceSum L) atTop (𝓝 0) := by
  have h1 : Tendsto (fun η : ℝ => η ^ 2 - 1 ^ 2) atTop atTop := by
    simpa only [sub_eq_add_neg] using
      tendsto_atTop_add_const_right atTop (-(1 : ℝ) ^ 2) (tendsto_pow_atTop two_ne_zero)
  have h2 : Tendsto (fun η : ℝ => Real.exp (-((η ^ 2 - 1 ^ 2) * L ^ 2))) atTop (𝓝 0) :=
    Real.tendsto_exp_neg_atTop_nhds_zero.comp
      (h1.atTop_mul_const (by positivity : 0 < L ^ 2))
  have h3 := (h2.const_mul (2 / L)).mul_const
    (∑' n : Site, Real.exp (-(1 * L) ^ 2 * normSq n.1))
  rw [mul_zero, zero_mul] at h3
  refine squeeze_zero' ?_ ?_ h3
  · filter_upwards [eventually_ge_atTop (1 : ℝ)] with η hη
    exact (realSpaceSum_bound hL one_pos hη).2.1
  · filter_upwards [eventually_ge_atTop (1 : ℝ)] with η hη
    exact (realSpaceSum_bound hL one_pos hη).2.2

/-- The Ewald expression for the Madelung potential and the Gygi–Baldereschi difference
approach each other as `η` grows. -/
theorem ewald_sub_gygiBaldereschi_tendsto {L : ℝ} (hL : 0 < L) :
    Tendsto (fun η => ewaldMadelung L η - gygiBaldereschi L η) atTop (𝓝 0) := by
  have hb : Tendsto (fun η : ℝ => π / (L ^ 3 * η ^ 2)) atTop (𝓝 0) :=
    tendsto_const_nhds.div_atTop
      ((tendsto_pow_atTop two_ne_zero).const_mul_atTop (by positivity : 0 < L ^ 3))
  have h := (realSpaceSum_tendsto hL).sub hb
  rw [sub_zero] at h
  refine h.congr' ?_
  filter_upwards [eventually_gt_atTop (0 : ℝ)] with η hη
  -- the reciprocal sums cancel, and the integral cancels the self term
  unfold ewaldMadelung gygiBaldereschi
  rw [radial_integral_eq_self_term hη]
  ring

/-- As `η` grows, the Ewald expression converges to `M` exactly when the
Gygi–Baldereschi difference converges to `M`. -/
theorem madelung_limit_iff {L : ℝ} (hL : 0 < L) (M : ℝ) :
    Tendsto (ewaldMadelung L) atTop (𝓝 M) ↔
      Tendsto (gygiBaldereschi L) atTop (𝓝 M) := by
  have h := ewald_sub_gygiBaldereschi_tendsto hL
  constructor
  · intro hE
    have h1 := hE.sub h
    rw [sub_zero] at h1
    exact h1.congr fun η => by ring
  · intro hG
    have h1 := hG.add h
    rw [add_zero] at h1
    exact h1.congr fun η => by ring

end

end ExchangeSingularity
```

```lean
#print axioms ExchangeSingularity.compensated_kernel_bounds
#print axioms ExchangeSingularity.reciprocal_summable
#print axioms ExchangeSingularity.ewald_sub_gygiBaldereschi_tendsto
#print axioms ExchangeSingularity.madelung_limit_iff
```

```
'ExchangeSingularity.compensated_kernel_bounds' depends on axioms: [propext, Classical.choice, Quot.sound]
'ExchangeSingularity.reciprocal_summable' depends on axioms: [propext, Classical.choice, Quot.sound]
'ExchangeSingularity.ewald_sub_gygiBaldereschi_tendsto' depends on axioms: [propext, Classical.choice, Quot.sound]
'ExchangeSingularity.madelung_limit_iff' depends on axioms: [propext, Classical.choice, Quot.sound]
```

## How the proof follows the derivation

`radial_integral_eq_self_term` rewrites the exponent into the form required by `integral_gaussian_Ioi`, then simplifies the square roots. In `compensated_kernel_bounds`, `key` is the upper bound on $e^{-x}$, and `Real.add_one_le_exp` supplies the lower one.

`erfc_bounds` compares the tail with the shifted Gaussian, enlarges the domain to the whole line and uses translation invariance. `one_le_normSq` argues by contradiction: a squared length below one would make all three integers zero. `summable_gaussian` compares one axis with a geometric series and multiplies three such series. `reciprocal_summable` then bounds $1/G^2$ by its value at $|n|=1$.

In `realSpaceSum_bound`, `hexp` is the splitting of the exponent and `hle` the resulting bound on each term, which is then summed. `realSpaceSum_tendsto` sets $\eta_0=1$ and squeezes $S$ between zero and the vanishing bound.

`ewald_sub_gygiBaldereschi_tendsto` takes the limit of $S-\pi/(L^3\eta^2)$; after the integral is rewritten, `ring` performs the cancellation. `madelung_limit_iff` subtracts this vanishing difference from $A$ for one direction and adds it to $B$ for the other.
